# A real matrix applied to an orbital that vanishes at one site needs only the amplitudes on the other sites

Take a finite set of sites, a real matrix `A` indexed by them, and a real orbital `v` given on every site except `r`. The theorem `mulVec_extendZero` says that if `v` is extended by amplitude zero at `r` and `A` is applied, the component at any site `i`, `r` included, is the sum of `A i j * v j` over the sites `j` other than `r`. This is a one-particle statement in which `A` need not be symmetric and `v` need not be normalised. The proof drops the vanishing term at `r` from the full sum, rewrites what is left as a sum over the subtype of sites different from `r`, and then replaces the extended orbital by `v` there.

An attempt in Lean 4 with a fault in it:

```lean
import Mathlib

open Matrix

namespace MulVecExtendZero

noncomputable section

variable {n : Type*} [Fintype n] [DecidableEq n]

/-- An orbital on the remaining sites, regarded as an orbital with amplitude zero at `r`. -/
def extendZero (r : n) : ({i // i ≠ r} → ℝ) →ₗ[ℝ] (n → ℝ) where
  toFun v i := if h : i = r then 0 else v ⟨i, h⟩
  map_add' v w := by
    ext i
    by_cases h : i = r <;> simp [h]
  map_smul' c v := by
    ext i
    by_cases h : i = r <;> simp [h]

/-- On an orbital with amplitude zero at `r`, the matrix acts through the other sites only. -/
theorem mulVec_extendZero (A : Matrix n n ℝ) (r : n) (v : {i // i ≠ r} → ℝ) (i : n) :
    (A *ᵥ extendZero r v) i = ∑ j : {j // j ≠ r}, A i j * v j := by
  have h0 : A i r * extendZero r v r = 0 := by simp [extendZero]
  calc ∑ j, A i j * extendZero r v j
      = ∑ j ∈ Finset.univ.erase r, A i j * extendZero r v j :=
        (Finset.sum_erase Finset.univ h0).symm
    _ = ∑ j : {j // j ≠ r}, A i j * extendZero r v j :=
        Finset.sum_subtype _ (by simp) _
    _ = ∑ j : {j // j ≠ r}, A i j * v j :=
        Finset.sum_congr rfl fun j _ => by simp [extendZero, j.2]

end

end MulVecExtendZero
```

Lean reports:

```
Main.lean:27:8: error: Type mismatch
  Eq.symm (Finset.sum_erase Finset.univ h0)
has type
  (Finset.sum.{0, 0} Finset.univ fun x => A i r * x) = ∑ x ∈ Finset.univ.erase ((extendZero r) v r), A i r * x
but is expected to have type
  (Finset.sum.{u_1, 0} Finset.univ fun j => A i j * (extendZero r) v j) =
    ∑ j ∈ Finset.univ.erase r, A i j * (extendZero r) v j
Main.lean:27:26: error(lean.synthInstanceFailed): failed to synthesize instance of type class
  Fintype ℝ

Hint: Adding the command `deriving instance Fintype for Real` may allow Lean to derive the missing instance.
```

The change, after which it compiles:

```diff
@@ -25,5 +25,8 @@
   calc ∑ j, A i j * extendZero r v j
       = ∑ j ∈ Finset.univ.erase r, A i j * extendZero r v j :=
-        (Finset.sum_erase Finset.univ h0).symm
+        by
+          symm
+          apply Finset.sum_erase
+          exact h0
     _ = ∑ j : {j // j ≠ r}, A i j * extendZero r v j :=
         Finset.sum_subtype _ (by simp) _
```

Cause. Both errors come from the first step of the `calc`. `Finset.sum_erase` needs a proof that `f a = 0`, and has to work out the function `f` and the point `a`. Because `.symm` is applied to the finished term, Lean elaborates that term before comparing it with the goal, and has only `h0` to go by. It reads the product `A i r * extendZero r v r` as the function `fun x => A i r * x` at the point `extendZero r v r`, which is a real number. The sum then runs over `ℝ` instead of the sites, hence the type mismatch. `Finset.univ` now also needs `Fintype ℝ`, hence the second error; its hint is no help, since `ℝ` is infinite.

In the repair, `symm` turns the goal round and `apply Finset.sum_erase` matches the lemma against it, which fixes `f` as `fun j => A i j * extendZero r v j` and `a` as `r`. What remains to prove is that this function vanishes at `r`, and `exact h0` supplies it.
